# Leading short-lifetime amplitudes of RIXS phonon overtones are independent of the basis cutoff in a one-mode model

Phonon overtones in resonant inelastic X-ray scattering (RIXS) can be computed in an oscillator basis cut off at some level $N$, where the highest line kept sits right at the cut. Without control over the cutoff, a coupling constant fitted to such lines could owe part of its value to $N$. For a single, linearly coupled mode this does not happen in the short-lifetime limit: the leading amplitude of every line up to and including $n=N$ is free of $N$.

## From the resolvent to $M^n\sqrt{n!}$

Take levels $0,\dots,N$ with basis vectors $e_0,\dots,e_N$. The core-excited oscillator has the matrix

$$H_{kk}=kw,\qquad H_{k,k-1}=H_{k-1,k}=M\sqrt{k},$$

with all other entries zero. Here $w$ is the phonon energy and $M$ the coupling, both real. The coupling stands for the force that the core excitation exerts on the mode. Write $G(z)=(z-H)^{-1}$. The amplitude for ending with $n$ phonons, starting from none, is $G_{n0}(z)$ at $z=\Delta+i\Gamma$, where $\Delta$ is the detuning and $\Gamma$ the lifetime half-width, both in energy units. The claim is that, for each $n\le N$,

$$z^{n+1}G_{n0}(z)\to M^n\sqrt{n!}\qquad\text{as } |z|\to\infty .$$

**The inverse exists and decays.** Let $s=\sum_{ij}|H_{ij}|$. In the maximum norm, $\|Hv\|\le s\|v\|$. If $(z-H)v=0$ with $v\neq0$, then $|z|\,\|v\|\le s\|v\|$, so $|z|\le s$. Hence $z-H$ is invertible for $|z|>s$, and there

$$zG=1+HG.$$

Column $b$ of $G$, called $v$, satisfies $zv=e_b+Hv$. Therefore $|z|\,\|v\|\le 1+s\|v\|$, which gives $\|v\|\le 1/(|z|-s)$. Every entry of $G$ tends to zero.

**Powers of $z$ become powers of $H$.** Multiplying the identity by $H^m$ from the left gives

$$zH^mG=H^m+H^{m+1}G.$$

Suppose that $(H^j)_{ab}=0$ for all $j<n$. Starting from $G_{ab}$, each of the first $n$ factors of $z$ then only raises the power of $H$, so $z^nG_{ab}=(H^nG)_{ab}$. One more factor yields

$$z^{n+1}G_{ab}=(H^n)_{ab}+(H^{n+1}G)_{ab}.$$

The last term is a finite sum of fixed numbers times entries of $G$, and it vanishes in the limit.

**The moments count upward steps.** Write

$$(H^{j+1})_{i0}=\sum_k H_{ik}(H^j)_{k0}.$$

We show by induction that $(H^j)_{i0}=0$ for $i>j$. This holds for $j=0$, where $H^0=1$. If $i>j+1$, terms with $k>j$ vanish by the induction hypothesis, and terms with $k\le j$ vanish because $i\ge k+2$. If $i=j+1$, only $k=j$ survives, so

$$(H^{j+1})_{j+1,0}=M\sqrt{j+1}\,(H^j)_{j0}.$$

Since $(H^0)_{00}=1$, it follows that $(H^n)_{n0}=M^n\sqrt{n!}$. The path climbs directly from $0$ to $n$: it never visits a level above $n$, and it never uses a diagonal entry. This removes both $N$ and $w$ from the limit.

**Intensities.** With $I_n=|G_{n0}(\Delta+i\Gamma)|^2$ and $|z|^2=\Delta^2+\Gamma^2$, squaring the moduli gives, at fixed $\Delta$,

$$(\Delta^2+\Gamma^2)^{n+1}I_n\to M^{2n}n!\qquad(\Gamma\to\infty).$$

For $M\ne0$ and $n+1\le N$, dividing the limits for $n+1$ and $n$ gives

$$(\Delta^2+\Gamma^2)\,\frac{I_{n+1}}{I_n}\to M^2(n+1).$$

Within this one-mode model, the ratio of neighbouring lines, multiplied by $\Delta^2+\Gamma^2$, thus determines $|M|$ in the limit, but not the sign of $M$.

## Bounds and the Green matrix in Lean

The first results concern any complex square matrix whose rows and columns are labelled by a finite type `ι`.

```lean
import Mathlib

open Filter Topology Matrix

namespace RIXSPhononOvertones

noncomputable section

variable {ι : Type*} [Fintype ι]
```

The number $s$ is `entrySum H`.

```lean
/-- The sum of the moduli of all entries of a matrix. -/
def entrySum (H : Matrix ι ι ℂ) : ℝ := ∑ i, ∑ j, ‖H i j‖
```

The norm on `ι → ℂ` is the maximum norm. The proof bounds each component of $Hv$ by the triangle inequality, then bounds one row sum by the sum over all rows.

```lean
/-- In the maximum norm, a matrix stretches a vector by at most the sum of the moduli
of its entries. -/
theorem norm_mulVec_le (H : Matrix ι ι ℂ) (v : ι → ℂ) :
    ‖H *ᵥ v‖ ≤ entrySum H * ‖v‖ := by
  have h0 : ∀ i, 0 ≤ ∑ j, ‖H i j‖ := fun i => Finset.sum_nonneg fun j _ => norm_nonneg _
  have hC : 0 ≤ entrySum H := Finset.sum_nonneg fun i _ => h0 i
  refine (pi_norm_le_iff_of_nonneg (mul_nonneg hC (norm_nonneg v))).2 fun i => ?_
  calc ‖(H *ᵥ v) i‖ = ‖∑ j, H i j * v j‖ := rfl
    _ ≤ ∑ j, ‖H i j * v j‖ := norm_sum_le _ _
    _ ≤ ∑ j, ‖H i j‖ * ‖v‖ := Finset.sum_le_sum fun j _ => by
        rw [norm_mul]
        exact mul_le_mul_of_nonneg_left (norm_le_pi_norm v j) (norm_nonneg _)
    _ = (∑ j, ‖H i j‖) * ‖v‖ := by rw [Finset.sum_mul]
    _ ≤ entrySum H * ‖v‖ := mul_le_mul_of_nonneg_right
        (Finset.single_le_sum (f := fun i => ∑ j, ‖H i j‖) (fun i _ => h0 i)
          (Finset.mem_univ i)) (norm_nonneg _)
```

The Green matrix is defined with Lean's matrix inverse, which returns the zero matrix when the argument is singular. The next lemma excludes that case for large $|z|$.

```lean
variable [DecidableEq ι]

/-- The Green matrix `(z - H)⁻¹`, meaningful when `z` is not an eigenvalue of `H`. -/
def green (H : Matrix ι ι ℂ) (z : ℂ) : Matrix ι ι ℂ := (z • (1 : Matrix ι ι ℂ) - H)⁻¹

/-- The matrix `z - H` is invertible as soon as `|z|` exceeds the sum of the moduli of the
entries of `H`. -/
theorem isUnit_det {H : Matrix ι ι ℂ} {z : ℂ} (hz : entrySum H < ‖z‖) :
    IsUnit (z • (1 : Matrix ι ι ℂ) - H).det := by
  rw [isUnit_iff_ne_zero]
  intro h0
  -- a null vector would be an eigenvector with too large an eigenvalue
  obtain ⟨v, hv, hv0⟩ := Matrix.exists_mulVec_eq_zero_iff.2 h0
  have h1 : H *ᵥ v = z • v := by
    rw [Matrix.sub_mulVec, Matrix.smul_mulVec, Matrix.one_mulVec] at hv0
    exact (sub_eq_zero.1 hv0).symm
  have h2 := norm_mulVec_le H v
  rw [h1, norm_smul] at h2
  exact absurd (le_of_mul_le_mul_right h2 (norm_pos_iff.2 hv)) (not_le_of_gt hz)
```

A vanishing determinant would supply a nonzero null vector `v`. It would satisfy $Hv=zv$, and the norm bound would contradict `hz`. With invertibility established, the Dyson identity is a rearrangement of $(z-H)G=1$.

```lean
/-- Dyson identity `z G = 1 + H G` for the Green matrix, at `|z|` above the sum of the moduli
of the entries of `H`. -/
theorem dyson {H : Matrix ι ι ℂ} {z : ℂ} (hz : entrySum H < ‖z‖) :
    z • green H z = 1 + H * green H z := by
  have h := Matrix.mul_nonsing_inv _ (isUnit_det hz)
  rw [Matrix.sub_mul, Matrix.smul_mul, Matrix.one_mul] at h
  exact sub_eq_iff_eq_add.1 h
```

The filter `Bornology.cobounded ℂ` expresses $|z|\to\infty$ in any direction of the complex plane. In the proof below, `hv` is the column equation, `h2` is the resulting inequality, and `squeeze_zero_norm'` compares the entry with $1/(|z|-s)$.

```lean
/-- Every entry of the Green matrix vanishes as `|z|` grows. -/
theorem green_tendsto_zero (H : Matrix ι ι ℂ) (a b : ι) :
    Tendsto (fun z => green H z a b) (Bornology.cobounded ℂ) (𝓝 0) := by
  have hlim : Tendsto (fun z : ℂ => (‖z‖ + -entrySum H)⁻¹) (Bornology.cobounded ℂ) (𝓝 0) :=
    tendsto_inv_atTop_zero.comp
      (tendsto_atTop_add_const_right _ (-entrySum H) tendsto_norm_cobounded_atTop)
  refine squeeze_zero_norm' ?_ hlim
  filter_upwards [tendsto_norm_cobounded_atTop.eventually_gt_atTop (entrySum H)] with z hz
  -- the column of the Green matrix solves `z v = e_b + H v`
  let v : ι → ℂ := fun i => green H z i b
  have hv : z • v = (fun i => (1 : Matrix ι ι ℂ) i b) + H *ᵥ v := by
    funext i
    exact congrFun (congrFun (dyson hz) i) b
  have h1 : ‖(fun i => (1 : Matrix ι ι ℂ) i b)‖ ≤ 1 := by
    refine (pi_norm_le_iff_of_nonneg zero_le_one).2 fun i => ?_
    by_cases h : i = b <;> simp [Matrix.one_apply, h]
  have h2 : ‖z‖ * ‖v‖ ≤ 1 + entrySum H * ‖v‖ := by
    rw [← norm_smul, hv]
    exact (norm_add_le _ _).trans (add_le_add h1 (norm_mulVec_le H v))
  have hpos : 0 < ‖z‖ + -entrySum H := by linarith
  refine (norm_le_pi_norm v a).trans ?_
  rw [← one_div, le_div_iff₀ hpos]
  nlinarith
```

## The first nonvanishing moment

The general limit theorem takes the vanishing of the lower moments as its hypothesis `h`. Inside the proof, `step` is the identity for $zH^mG$, and `key` is the induction that absorbs the first $n$ factors of $z$. The limit `hrest` treats the remaining sum, and `filter_upwards` restricts attention to $|z|>s$, where the identity is available.

```lean
/-- If the moments `(H^j) a b` vanish for all `j < n`, then `z^(n+1)` times the Green matrix
entry `a b` tends to the moment `(H^n) a b` as `|z|` grows. -/
theorem green_tendsto_moment (H : Matrix ι ι ℂ) (a b : ι) (n : ℕ)
    (h : ∀ j < n, (H ^ j) a b = 0) :
    Tendsto (fun z => z ^ (n + 1) * green H z a b) (Bornology.cobounded ℂ)
      (𝓝 ((H ^ n) a b)) := by
  have hrest : Tendsto (fun z => (H ^ n) a b + ∑ k, (H ^ (n + 1)) a k * green H z k b)
      (Bornology.cobounded ℂ) (𝓝 ((H ^ n) a b + ∑ k, (H ^ (n + 1)) a k * 0)) :=
    tendsto_const_nhds.add
      (tendsto_finsetSum _ fun k _ => (green_tendsto_zero H k b).const_mul _)
  simp only [mul_zero, Finset.sum_const_zero, add_zero] at hrest
  refine hrest.congr' ?_
  filter_upwards [tendsto_norm_cobounded_atTop.eventually_gt_atTop (entrySum H)] with z hz
  -- each factor `z` is traded for a factor `H` and one moment
  have step : ∀ m : ℕ, z * (H ^ m * green H z) a b
      = (H ^ m) a b + (H ^ (m + 1) * green H z) a b := by
    intro m
    have e : z • (H ^ m * green H z) = H ^ m + H ^ (m + 1) * green H z := by
      rw [← Matrix.mul_smul, dyson hz, Matrix.mul_add, Matrix.mul_one, ← Matrix.mul_assoc,
        ← pow_succ]
    exact congrFun (congrFun e a) b
  have key : ∀ m ≤ n, z ^ m * green H z a b = (H ^ m * green H z) a b := by
    intro m
    induction m with
    | zero => intro _; simp
    | succ m ih =>
      intro hm
      rw [pow_succ' z, mul_assoc, ih (by omega), step, h m (by omega), zero_add]
  rw [pow_succ' z, mul_assoc, key n le_rfl, step, Matrix.mul_apply]
```

## The truncated oscillator

The type `Fin (N + 1)` is the set of levels $0,\dots,N$. The three conditions in the definition select the diagonal, the entry below it and the entry above it. The zero-point energy is left out, so the detuning is measured from the diagonal energy of level $0$.

```lean
/-- Core-excited oscillator on the levels `0, ..., N`: phonon energy `w` and coupling
`M √k` between the levels `k - 1` and `k`. -/
def phononH (N : ℕ) (w M : ℝ) : Matrix (Fin (N + 1)) (Fin (N + 1)) ℂ := fun i j =>
  if (i : ℕ) = (j : ℕ) then ((i : ℕ) : ℂ) * (w : ℂ)
  else if (i : ℕ) = (j : ℕ) + 1 then (M : ℂ) * (Real.sqrt ((i : ℕ) : ℝ) : ℂ)
  else if (j : ℕ) = (i : ℕ) + 1 then (M : ℂ) * (Real.sqrt ((j : ℕ) : ℝ) : ℂ)
  else 0
```

The two moment lemmas follow the induction above. In the first, `by_cases` separates $k>j$ from $k\le j$.

```lean
/-- Fewer than `i` applications of the Hamiltonian cannot create `i` phonons from the
vacuum. -/
theorem moment_eq_zero (N : ℕ) (w M : ℝ) (j : ℕ) :
    ∀ i : Fin (N + 1), j < (i : ℕ) → (phononH N w M ^ j) i 0 = 0 := by
  induction j with
  | zero =>
    intro i hi
    have hne : i ≠ 0 := by
      rintro rfl
      simp at hi
    rw [pow_zero, Matrix.one_apply_ne hne]
  | succ j ih =>
    intro i hi
    rw [pow_succ', Matrix.mul_apply]
    refine Finset.sum_eq_zero fun k _ => ?_
    by_cases hk : j < (k : ℕ)
    · rw [ih k hk, mul_zero]
    · have h1 : ¬ (i : ℕ) = (k : ℕ) := by omega
      have h2 : ¬ (i : ℕ) = (k : ℕ) + 1 := by omega
      have h3 : ¬ (k : ℕ) = (i : ℕ) + 1 := by omega
      simp only [phononH, if_neg h1, if_neg h2, if_neg h3, zero_mul]
```

In the second, `Finset.sum_eq_single` isolates the term $k=j$, and `hs` splits $\sqrt{(j+1)!}$ into $\sqrt{j+1}\,\sqrt{j!}$.

```lean
/-- For `j ≤ N`, `j` applications of the Hamiltonian create `j` phonons from the vacuum with
amplitude `M^j √(j!)`. -/
theorem moment_eq (N : ℕ) (w M : ℝ) (j : ℕ) :
    ∀ i : Fin (N + 1), (i : ℕ) = j →
      (phononH N w M ^ j) i 0 = (M : ℂ) ^ j * (Real.sqrt (j.factorial : ℝ) : ℂ) := by
  induction j with
  | zero =>
    intro i hi
    have h0 : i = 0 := Fin.ext hi
    simp [h0]
  | succ j ih =>
    intro i hi
    have hj : j < N + 1 := by have := i.isLt; omega
    rw [pow_succ', Matrix.mul_apply, Finset.sum_eq_single (⟨j, hj⟩ : Fin (N + 1))]
    · -- the only path climbs through level `j`
      have h1 : ¬ (i : ℕ) = j := by omega
      have hs : Real.sqrt ((j + 1).factorial : ℝ)
          = Real.sqrt ((j + 1 : ℕ) : ℝ) * Real.sqrt (j.factorial : ℝ) := by
        rw [Nat.factorial_succ, Nat.cast_mul, Real.sqrt_mul (Nat.cast_nonneg _)]
      rw [ih ⟨j, hj⟩ rfl, hs, Complex.ofReal_mul]
      simp only [phononH, if_neg h1, if_pos hi]
      rw [hi]
      ring
    · intro k _ hk
      have hkj : (k : ℕ) ≠ j := fun h => hk (Fin.ext h)
      by_cases hlt : j < (k : ℕ)
      · rw [moment_eq_zero N w M j k hlt, mul_zero]
      · have h1 : ¬ (i : ℕ) = (k : ℕ) := by omega
        have h2 : ¬ (i : ℕ) = (k : ℕ) + 1 := by omega
        have h3 : ¬ (k : ℕ) = (i : ℕ) + 1 := by omega
        simp only [phononH, if_neg h1, if_neg h2, if_neg h3, zero_mul]
    · intro h
      exact absurd (Finset.mem_univ _) h
```

## Amplitude, intensity and line ratio

The main theorem holds for all real `w` and `M`, of either sign or zero. The condition $n\le N$ is carried by the type of `n`, and the matrix entry `n 0` is $\langle e_n,G e_0\rangle$. The proof inserts the two moment lemmas into the general limit.

```lean
/-- Short-lifetime limit of the RIXS amplitude: for every level `n ≤ N`,
`z^(n+1) ⟨n|(z - H)⁻¹|0⟩` tends to `M^n √(n!)` as `|z|` grows. -/
theorem overtone_amplitude (N : ℕ) (w M : ℝ) (n : Fin (N + 1)) :
    Tendsto (fun z => z ^ ((n : ℕ) + 1) * green (phononH N w M) z n 0)
      (Bornology.cobounded ℂ)
      (𝓝 ((M : ℂ) ^ (n : ℕ) * (Real.sqrt ((n : ℕ).factorial : ℝ) : ℂ))) := by
  rw [← moment_eq N w M n n rfl]
  exact green_tendsto_moment _ n 0 n fun j hj => moment_eq_zero N w M j n hj
```

The limit is taken at fixed $N$. The theorem gives no rate, so it does not say how large $|z|$ must be for a given basis, and at finite $\Gamma$ a computed intensity may still depend on the cutoff.

The intensity is the squared modulus of the amplitude. Dipole matrix elements, polarisation factors and the line shape of the final state are omitted. The model also uses one width $\Gamma$ for all vibrational levels, and it takes the final states to be the number states $e_n$.

```lean
/-- Intensity of the `n`-phonon line at detuning `Δ` and lifetime half-width `Γ`, meaningful
when `Δ + iΓ` is not an eigenvalue of the oscillator matrix. -/
def intensity (N : ℕ) (w M : ℝ) (n : Fin (N + 1)) (Δ Γ : ℝ) : ℝ :=
  ‖green (phononH N w M) ((Δ : ℂ) + (Γ : ℂ) * Complex.I) n 0‖ ^ 2
```

For the intensity theorem, `hz` shows that $\Delta+i\Gamma$ leaves every bounded set, because its modulus is at least $\Gamma$. The amplitude limit is then composed with this path, and its norm is squared. The equation `e` evaluates the limit, and `nz` identifies $|z|^2$.

```lean
/-- At fixed detuning and growing width `Γ`, the `n`-phonon intensity multiplied by
`(Δ² + Γ²)^(n+1)` tends to `M^(2n) n!`. -/
theorem overtone_intensity (N : ℕ) (w M Δ : ℝ) (n : Fin (N + 1)) :
    Tendsto (fun Γ : ℝ => (Δ ^ 2 + Γ ^ 2) ^ ((n : ℕ) + 1) * intensity N w M n Δ Γ) atTop
      (𝓝 (M ^ (2 * (n : ℕ)) * ((n : ℕ).factorial : ℝ))) := by
  have hz : Tendsto (fun Γ : ℝ => (Δ : ℂ) + (Γ : ℂ) * Complex.I) atTop
      (Bornology.cobounded ℂ) := by
    refine tendsto_norm_atTop_iff_cobounded.1 (tendsto_atTop_mono (fun Γ => ?_) tendsto_id)
    have h := Complex.abs_im_le_norm ((Δ : ℂ) + (Γ : ℂ) * Complex.I)
    have him : ((Δ : ℂ) + (Γ : ℂ) * Complex.I).im = Γ := by simp
    rw [him] at h
    exact (le_abs_self Γ).trans h
  have e : ‖(M : ℂ) ^ (n : ℕ) * (Real.sqrt ((n : ℕ).factorial : ℝ) : ℂ)‖ ^ 2
      = M ^ (2 * (n : ℕ)) * ((n : ℕ).factorial : ℝ) := by
    rw [norm_mul, norm_pow, Complex.norm_real, Complex.norm_real, mul_pow, Real.norm_eq_abs,
      Real.norm_eq_abs, sq_abs, Real.sq_sqrt (Nat.cast_nonneg _), ← pow_mul,
      mul_comm (n : ℕ) 2, pow_mul, sq_abs, ← pow_mul]
  rw [← e]
  refine (((overtone_amplitude N w M n).comp hz).norm.pow 2).congr fun Γ => ?_
  have nz : ‖(Δ : ℂ) + (Γ : ℂ) * Complex.I‖ ^ 2 = Δ ^ 2 + Γ ^ 2 := by
    rw [Complex.sq_norm, Complex.normSq_add_mul_I]
  simp only [Function.comp_apply, intensity]
  rw [norm_mul, norm_pow, ← nz]
  ring
```

In the ratio theorem, `m` is the level above `n`, and both must lie in the basis. The assumption `hM` says that the core excitation does displace the mode. If $M=0$, all lines with at least one phonon are dark, and the ratio of two such lines has no physical meaning. The proof divides the two intensity limits and cancels the common power of $\Delta^2+\Gamma^2$, which is nonzero for $\Gamma>0$.

```lean
/-- For nonzero coupling and `n + 1 ≤ N`, the intensity ratio of the lines with `n + 1` and `n`
phonons, multiplied by `Δ² + Γ²`, tends to `M² (n + 1)` as the width `Γ` grows. -/
theorem overtone_ratio (N : ℕ) (w M Δ : ℝ) (hM : M ≠ 0) (n m : Fin (N + 1))
    (hm : (m : ℕ) = (n : ℕ) + 1) :
    Tendsto (fun Γ : ℝ => (Δ ^ 2 + Γ ^ 2) * intensity N w M m Δ Γ / intensity N w M n Δ Γ)
      atTop (𝓝 (M ^ 2 * ((n : ℕ) + 1))) := by
  have hne : M ^ (2 * (n : ℕ)) * ((n : ℕ).factorial : ℝ) ≠ 0 :=
    mul_ne_zero (pow_ne_zero _ hM) (Nat.cast_ne_zero.2 (Nat.factorial_ne_zero _))
  have h := (overtone_intensity N w M Δ m).div (overtone_intensity N w M Δ n) hne
  have e : M ^ (2 * (m : ℕ)) * ((m : ℕ).factorial : ℝ)
      / (M ^ (2 * (n : ℕ)) * ((n : ℕ).factorial : ℝ)) = M ^ 2 * ((n : ℕ) + 1) := by
    rw [div_eq_iff hne, hm, Nat.factorial_succ]
    push_cast
    ring
  rw [e] at h
  refine h.congr' ?_
  filter_upwards [eventually_gt_atTop (0 : ℝ)] with Γ hΓ
  -- the common power of `Δ² + Γ²` cancels
  have hs : (Δ ^ 2 + Γ ^ 2) ^ ((n : ℕ) + 1) ≠ 0 := by positivity
  simp only [Pi.div_apply]
  rw [hm, pow_succ (Δ ^ 2 + Γ ^ 2) ((n : ℕ) + 1), mul_assoc, mul_div_mul_left _ _ hs]

end

end RIXSPhononOvertones
```

```lean
#print axioms RIXSPhononOvertones.overtone_amplitude
#print axioms RIXSPhononOvertones.overtone_ratio
```

```
'RIXSPhononOvertones.overtone_amplitude' depends on axioms: [propext, Classical.choice, Quot.sound]
'RIXSPhononOvertones.overtone_ratio' depends on axioms: [propext, Classical.choice, Quot.sound]
```
